# Without relaxation, a bounded control-field error separates two Bloch vectors at most linearly in time

A: Let two magnetization vectors $M$ and $N$ precess without relaxation, $M' = a(t)\times M$ and $N' = b(t)\times N$, in control fields with $\|a(t)-b(t)\|\le d$ for all $t\ge 0$. Then, for every $t\ge 0$,

$$\|M(t)-N(t)\|\le \|M(0)-N(0)\| + d\,t\,\|N(0)\|.$$

Q: What question does that answer in the laboratory?

A: You program a field $b$, and the hardware delivers $a$. You want to know how far the actual magnetization can be from the intended one at time $t$. The constant $d$ is the worst field error, for instance from a detuning or a miscalibrated amplitude. The same equation governs the Bloch vector of an isolated qubit with Hamiltonian $\tfrac{\hbar}{2}\,a\cdot\sigma$, where $\sigma$ is the vector of Pauli matrices, so for such a closed two-level system the bound limits the state error caused by imperfect control.

Q: My Bloch equation reads $M'=\gamma M\times B$. Yours has the factors the other way round.

A: Put $a=-\gamma B$, with $\gamma$ the gyromagnetic ratio and $B$ the magnetic field. What is called a field here is an angular velocity, so $d$ is in radians per second and $d\,t$ is an angle.

Q: Before any code, convince me. A small field error acts on a vector that is itself turning rapidly. Why is there no exponential growth, as in a generic Grönwall estimate?

A: Because the common rotation does no radial work. Set $D=M-N$. Adding and subtracting $a\times N$ gives

$$D' = a\times M-b\times N = a\times D+(a-b)\times N .$$

The first term is orthogonal to $D$. Lagrange's identity, $\|u\times v\|^2+(u\cdot v)^2=\|u\|^2\|v\|^2$, gives $\|u\times v\|\le\|u\|\|v\|$, so

$$D\cdot D' = D\cdot\big((a-b)\times N\big)\le \|D\|\,\|a-b\|\,\|N\| .$$

Also $(\|N\|^2)'=2N\cdot(b\times N)=0$, hence $\|N(t)\|=\|N(0)\|$. Where $D\neq0$, dividing by $\|D\|$ yields $\|D\|'\le\|a-b\|\,\|N(0)\|\le d\,\|N(0)\|$, and integration gives the result.

Q: And where $D=0$? The two vectors usually start together, and there the length has a corner.

A: Smooth it. For $\varepsilon>0$ let $s=\sqrt{\|D\|^2+\varepsilon^2}$, which is differentiable everywhere. With $g=\|a-b\|\,\|N(0)\|$,

$$s'=\frac{D\cdot D'}{s}\le\frac{\|D\|}{s}\,g\le g .$$

Let $G$ be a primitive of $g$. Then

$$\|D(t)\|\le s(t)\le s(0)+G(t)-G(0)\le\|D(0)\|+\varepsilon+G(t)-G(0),$$

and $\varepsilon$ can go to $0$. For the uniform bound, take $g=d\,\|N(0)\|$ instead.

Q: Now the formal version. Are its vectors and lengths the ones I mean?

A: `Vec` is real 3-space with the Euclidean norm. Mathlib's cross product acts on bare coordinate triples, so `cross` carries it over to `Vec`; all lengths below are therefore ordinary ones.

```lean
import Mathlib

open Matrix

namespace BlochControlError

noncomputable section

/-- Euclidean 3-space, home of magnetization vectors and control fields. -/
abbrev Vec := EuclideanSpace ℝ (Fin 3)

/-- The cross product of two vectors of Euclidean 3-space. -/
def cross (u v : Vec) : Vec := WithLp.toLp 2 (crossProduct u.ofLp v.ofLp)
```

Q: What counts as a trajectory?

A: `IsBlochSolution a M` says that $M$ has derivative $a(t)\times M(t)$ at every $t\ge0$. The set `Set.Ici 0` is the half-line $[0,\infty)$, so the derivative is one-sided at $t=0$ and ordinary afterwards.

```lean
/-- `M` obeys the Bloch equation `M' = a(t) × M` without relaxation for all `t ≥ 0`
(with a one-sided derivative at `t = 0`). -/
def IsBlochSolution (a M : ℝ → Vec) : Prop :=
  ∀ t, 0 ≤ t → HasDerivWithinAt M (cross (a t) (M t)) (Set.Ici 0) t
```

Q: Then relaxation is missing, and so are pulses with hard edges.

A: Neglecting relaxation is the step you must justify yourself: the equation describes a real sample only over times short compared with $T_1$ and $T_2$, the longitudinal and transverse relaxation times. As for hard edges, a jump in the torque puts a kink in $M$, where the required derivative doesn't exist. You would treat each smooth segment separately, extending its fields beyond its end, and add the growth terms; that summation is a sketch, not a Lean theorem. Existence of trajectories is likewise not at issue: $M$ and $N$ are given as solutions.

Q: Show me the geometric facts.

A: `inner ℝ v w` is the dot product. The first lemma says that the torque $u\times v$ is orthogonal to $v$, by expanding components. The second proves Lagrange's identity in the same way, discards the square $(u\cdot v)^2$ and takes roots.

```lean
/-- The torque `u × v` is orthogonal to `v`. -/
theorem inner_cross_self (u v : Vec) : inner ℝ v (cross u v) = 0 := by
  simp [cross, cross_apply, PiLp.inner_apply, Fin.sum_univ_three]
  ring

/-- The torque `u × v` is at most the product of the lengths of `u` and `v`. -/
theorem norm_cross_le (u v : Vec) : ‖cross u v‖ ≤ ‖u‖ * ‖v‖ := by
  -- Lagrange's identity
  have h : ‖cross u v‖ ^ 2 + (inner ℝ u v) ^ 2 = ‖u‖ ^ 2 * ‖v‖ ^ 2 := by
    simp [EuclideanSpace.norm_sq_eq, cross, cross_apply, PiLp.inner_apply,
      Fin.sum_univ_three]
    ring
  have h2 : ‖cross u v‖ ^ 2 ≤ (‖u‖ * ‖v‖) ^ 2 := by
    rw [mul_pow]
    linarith [sq_nonneg (inner ℝ u v)]
  exact (abs_le_of_sq_le_sq' h2 (by positivity)).2
```

Conservation of length follows: `norm_conserved` differentiates $\|N\|^2$, uses orthogonality to get zero, and concludes that the function is constant on $[0,t]$.

```lean
/-- Precession conserves the length of the magnetization. -/
theorem norm_conserved {b N : ℝ → Vec} (hN : IsBlochSolution b N) {t : ℝ} (ht : 0 ≤ t) :
    ‖N t‖ = ‖N 0‖ := by
  have hder : ∀ s, 0 ≤ s → HasDerivWithinAt (fun u => ‖N u‖ ^ 2) 0 (Set.Ici 0) s := by
    intro s hs
    have h := (hN s hs).norm_sq
    rw [inner_cross_self, mul_zero] at h
    exact h
  have h := constant_of_has_deriv_right_zero (a := 0) (b := t)
    (fun s hs => ((hder s hs.1).continuousWithinAt).mono Set.Icc_subset_Ici_self)
    (fun s hs => (hder s hs.1).mono (Set.Ici_subset_Ici.2 hs.1)) t ⟨ht, le_rfl⟩
  exact (sq_eq_sq₀ (norm_nonneg _) (norm_nonneg _)).1 h
```

Q: And the corner at $D=0$?

A: The next lemma handles it for any differentiable curve $D$ with $D\cdot D'\le\|D\|\,g$ and $g\ge0$. It considers $G-s$, the primitive minus the smoothed length. Here `hder` computes its derivative and `hnn` shows that this is nonnegative, so `hmono` says that $G-s$ never decreases. The facts `h3` and `h4` are the two comparisons $s(0)\le\|D(0)\|+\varepsilon$ and $\|D(t)\|\le s(t)$. The first line of the proof is the limit $\varepsilon\to0$: it suffices to prove the inequality with every positive $\varepsilon$ added on the right.

```lean
/-- If the radial part of the velocity of `D` is at most `g ≥ 0`, in the sense
`⟪D, D'⟫ ≤ ‖D‖ g`, then the length of `D` grows by at most the increase of a primitive
`G` of `g`. -/
theorem norm_le_of_radial_rate {D D' : ℝ → Vec} {G g : ℝ → ℝ}
    (hD : ∀ t, 0 ≤ t → HasDerivWithinAt D (D' t) (Set.Ici 0) t)
    (hG : ∀ t, HasDerivAt G (g t) t) (hg : ∀ t, 0 ≤ t → 0 ≤ g t)
    (h : ∀ t, 0 ≤ t → inner ℝ (D t) (D' t) ≤ ‖D t‖ * g t) {t : ℝ} (ht : 0 ≤ t) :
    ‖D t‖ ≤ ‖D 0‖ + (G t - G 0) := by
  refine le_of_forall_pos_le_add fun ε hε => ?_
  have hpos : ∀ s, 0 < ‖D s‖ ^ 2 + ε ^ 2 := fun s => by positivity
  -- the smoothed length is differentiable even where `D` vanishes
  have hder : ∀ s, 0 ≤ s → HasDerivWithinAt (fun u => G u - √(‖D u‖ ^ 2 + ε ^ 2))
      (g s - 2 * inner ℝ (D s) (D' s) / (2 * √(‖D s‖ ^ 2 + ε ^ 2))) (Set.Ici 0) s :=
    fun s hs => (hG s).hasDerivWithinAt.fun_sub
      (((hD s hs).norm_sq.add_const (ε ^ 2)).sqrt (hpos s).ne')
  have hnn : ∀ s, 0 ≤ s →
      0 ≤ g s - 2 * inner ℝ (D s) (D' s) / (2 * √(‖D s‖ ^ 2 + ε ^ 2)) := by
    intro s hs
    rw [sub_nonneg, mul_div_mul_left _ _ two_ne_zero, div_le_iff₀ (Real.sqrt_pos.2 (hpos s))]
    have h1 : ‖D s‖ ≤ √(‖D s‖ ^ 2 + ε ^ 2) :=
      Real.le_sqrt_of_sq_le (by linarith [sq_nonneg ε])
    linarith [h s hs, mul_le_mul_of_nonneg_left h1 (hg s hs), mul_comm (g s) ‖D s‖]
  have hmono := monotoneOn_of_hasDerivWithinAt_nonneg (convex_Ici (0 : ℝ))
    (fun s hs => (hder s hs).continuousWithinAt)
    (fun s hs => (hder s (interior_subset hs)).mono interior_subset)
    (fun s hs => hnn s (interior_subset hs))
  have h2 := hmono (Set.mem_Ici.2 le_rfl) (Set.mem_Ici.2 ht) ht
  have h3 : √(‖D 0‖ ^ 2 + ε ^ 2) ≤ ‖D 0‖ + ε :=
    Real.sqrt_le_iff.2 ⟨by positivity, by nlinarith [mul_nonneg (norm_nonneg (D 0)) hε.le]⟩
  have h4 : ‖D t‖ ≤ √(‖D t‖ ^ 2 + ε ^ 2) :=
    Real.le_sqrt_of_sq_le (by linarith [sq_nonneg ε])
  dsimp only at h2
  linarith
```

The physics enters through `mismatch_rate`, a statement about four fixed vectors. Its `h` is the splitting of $D'$ above; orthogonality removes the first term, and Cauchy–Schwarz with the torque bound controls the second.

```lean
/-- The inner product of `M - N` with the difference `a × M - b × N` of the two torques is at most
`‖M - N‖` times `‖a - b‖ ‖N‖`. -/
theorem mismatch_rate (a b M N : Vec) :
    inner ℝ (M - N) (cross a M - cross b N) ≤ ‖M - N‖ * (‖a - b‖ * ‖N‖) := by
  have h : cross a M - cross b N = cross a (M - N) + cross (a - b) N := by
    ext i
    fin_cases i <;> simp [cross, cross_apply] <;> ring
  rw [h, inner_add_right, inner_cross_self, zero_add]
  exact (real_inner_le_norm _ _).trans
    (mul_le_mul_of_nonneg_left (norm_cross_le _ _) (norm_nonneg _))
```

Q: A worst-case $d$ is pessimistic if the error is a brief glitch.

A: Then use the integrated error:

$$\|M(t)-N(t)\|\le\|M(0)-N(0)\|+\Big(\int_0^t\|a(s)-b(s)\|\,ds\Big)\|N(0)\| .$$

This version assumes continuous fields, which makes the integral differentiable with the integrand as its derivative. Lean asks for continuity on the whole real line, but a field that is continuous on $t\ge0$ can be continued to negative times by its initial value. The proof feeds the comparison lemma with $D=M-N$ and this integral, times $\|N(0)\|$, as $G$.

```lean
/-- For continuous control fields `a` and `b`, the distance between the two Bloch
trajectories grows by at most the time-integrated field error times the length of `N(0)`. -/
theorem error_le_integral {a b M N : ℝ → Vec} (ha : Continuous a) (hb : Continuous b)
    (hM : IsBlochSolution a M) (hN : IsBlochSolution b N) {t : ℝ} (ht : 0 ≤ t) :
    ‖M t - N t‖ ≤ ‖M 0 - N 0‖ + (∫ s in (0 : ℝ)..t, ‖a s - b s‖) * ‖N 0‖ := by
  have hc : Continuous fun s => ‖a s - b s‖ := (ha.sub hb).norm
  have h := norm_le_of_radial_rate (D := fun s => M s - N s)
    (G := fun u => (∫ s in (0 : ℝ)..u, ‖a s - b s‖) * ‖N 0‖)
    (g := fun s => ‖a s - b s‖ * ‖N 0‖)
    (fun s hs => (hM s hs).fun_sub (hN s hs))
    (fun s => (hc.integral_hasStrictDerivAt 0 s).hasDerivAt.mul_const _)
    (fun s _ => by positivity)
    (fun s hs => by
      have h1 := mismatch_rate (a s) (b s) (M s) (N s)
      rwa [norm_conserved hN hs] at h1) ht
  simpa using h
```

Q: Does the uniform bound need continuity too?

A: No. In `error_le_linear` the hypotheses are the two Bloch equations and `hd`, the bound $d$ on the field error at all $t\ge0$. The primitive is now simply $G(u)=d\,\|N(0)\|\,u$, whose derivative is constant. That $d\ge0$ is deduced from `hd` at $t=0$.

```lean
/-- If the field error never exceeds `d` for `t ≥ 0`, the distance between the two Bloch
trajectories grows at most linearly, with slope `d` times the length of `N(0)`. -/
theorem error_le_linear {a b M N : ℝ → Vec} {d : ℝ}
    (hM : IsBlochSolution a M) (hN : IsBlochSolution b N)
    (hd : ∀ t, 0 ≤ t → ‖a t - b t‖ ≤ d) {t : ℝ} (ht : 0 ≤ t) :
    ‖M t - N t‖ ≤ ‖M 0 - N 0‖ + d * t * ‖N 0‖ := by
  have hd0 : 0 ≤ d := (norm_nonneg _).trans (hd 0 le_rfl)
  have h := norm_le_of_radial_rate (D := fun s => M s - N s)
    (G := fun u => d * ‖N 0‖ * u) (g := fun _ => d * ‖N 0‖)
    (fun s hs => (hM s hs).fun_sub (hN s hs))
    (fun s => by simpa using (hasDerivAt_id s).const_mul (d * ‖N 0‖))
    (fun s _ => by positivity)
    (fun s hs => by
      have h1 := mismatch_rate (a s) (b s) (M s) (N s)
      rw [norm_conserved hN hs] at h1
      exact h1.trans (by gcongr; exact hd s hs)) ht
  linarith
```

Q: Why does $N(0)$ appear, and not $M(0)$? The problem looks symmetric.

A: It is. Exchange the roles of the two trajectories and you get the bound with $\|M(0)\|$, so you may use the shorter vector.

Q: For unit vectors the distance never exceeds 2, yet your bound grows forever. Perhaps the slope is wasteful as well.

A: At late times the bound is indeed uninformative, but the slope can't be lowered. Take two unit vectors that start along $x$ and turn about $z$ at angular frequencies $\omega$ and $\omega+d$, with $d>0$. Their constant fields differ by exactly $d$. `precess` defines such a vector, $(\cos\omega t,\sin\omega t,0)$, and `precess_solves` checks by differentiation that it obeys the Bloch equation.

```lean
/-- The unit vector in the xy plane that starts along x and turns about the z axis at
angular frequency `ω`. -/
def precess (ω t : ℝ) : Vec :=
  Real.cos (ω * t) • (!₂[1, 0, 0] : Vec) + Real.sin (ω * t) • (!₂[0, 1, 0] : Vec)

/-- The turning vector solves the Bloch equation in a constant field `ω` along z. -/
theorem precess_solves (ω : ℝ) : IsBlochSolution (fun _ => !₂[0, 0, ω]) (precess ω) := by
  intro t _
  have h1 : HasDerivAt (fun s => ω * s) ω t := by
    simpa using (hasDerivAt_id t).const_mul ω
  have h := (h1.cos.smul_const (!₂[1, 0, 0] : Vec)).fun_add
    (h1.sin.smul_const (!₂[0, 1, 0] : Vec))
  refine (h.congr_deriv ?_).hasDerivWithinAt
  ext i
  fin_cases i <;> simp [cross, precess, cross_apply] <;> ring
```

Q: How far apart do they get?

A: The squared distance is

$$\big(\cos(\omega+d)t-\cos\omega t\big)^2+\big(\sin(\omega+d)t-\sin\omega t\big)^2=2-2\cos dt=4\sin^2\frac{dt}{2},$$

so the distance is $2|\sin(dt/2)|$. In `precess_error`, `h` is the component formula and `h3` the half-angle identity; the last step combines them with the addition formulas and $\sin^2+\cos^2=1$.

```lean
/-- At time `t`, the turning unit vectors `precess (ω + d)` and `precess ω`, whose angular
frequencies differ by `d`, are `2 |sin (d t / 2)|` apart. -/
theorem precess_error (ω d t : ℝ) :
    ‖precess (ω + d) t - precess ω t‖ = 2 * |Real.sin (d * t / 2)| := by
  refine (sq_eq_sq₀ (norm_nonneg _) (by positivity)).1 ?_
  have h : ‖precess (ω + d) t - precess ω t‖ ^ 2 =
      (Real.cos ((ω + d) * t) - Real.cos (ω * t)) ^ 2 +
      (Real.sin ((ω + d) * t) - Real.sin (ω * t)) ^ 2 := by
    simp [EuclideanSpace.norm_sq_eq, precess, Fin.sum_univ_three]
  have h3 : Real.cos (d * t) = 1 - 2 * Real.sin (d * t / 2) ^ 2 := by
    have h4 := Real.cos_two_mul (d * t / 2)
    rw [show 2 * (d * t / 2) = d * t by ring] at h4
    linarith [Real.sin_sq_add_cos_sq (d * t / 2)]
  rw [h, mul_pow, sq_abs, add_mul, Real.cos_add, Real.sin_add]
  linear_combination (Real.cos (d * t) ^ 2 + Real.sin (d * t) ^ 2 - 2 * Real.cos (d * t) + 1) *
    Real.sin_sq_add_cos_sq (ω * t) + Real.sin_sq_add_cos_sq (d * t) - 2 * h3
```

Q: That lies below $d\,t$ at every positive time. So in what sense is $d$ optimal?

A: In the sense that no smaller constant $c$ gives a bound $c\,t$ for all $t\ge0$. Suppose one did, with $c<d$. The bound at $t=1$ shows $c\ge0$, so $r=(d-c)/d$ satisfies $0<r\le1$, and $c=d(1-r)$. At time $t=2r/d$ the bound reads

$$2|\sin r|\le 2r(1-r).$$

But $\sin r>r-r^3/6$ for $r>0$, so we would need $r^2<r^3/6$, that is $r>6$, a contradiction. `slope_optimal` follows this route: `e1` and `e2` evaluate the two sides at the chosen time, and a cubic lower bound on the sine finishes the argument.

```lean
/-- The slope is optimal: for a frequency error `d > 0`, a linear bound `c t` on the
distance of the two turning unit vectors for all `t ≥ 0` needs `c ≥ d`. -/
theorem slope_optimal {ω d c : ℝ} (hd : 0 < d)
    (h : ∀ t, 0 ≤ t → ‖precess (ω + d) t - precess ω t‖ ≤ c * t) : d ≤ c := by
  by_contra hc
  have hcd : c < d := not_le.1 hc
  have hc0 : 0 ≤ c := by linarith [h 1 zero_le_one, norm_nonneg (precess (ω + d) 1 - precess ω 1)]
  -- test the bound at the time when half the phase error equals `r = (d - c) / d`
  obtain ⟨r, hr⟩ : ∃ r, r = (d - c) / d := ⟨_, rfl⟩
  have hr0 : 0 < r := hr ▸ div_pos (sub_pos.2 hcd) hd
  have hr1 : r ≤ 1 := by rw [hr, div_le_one hd]; linarith
  have hcr : c = d * (1 - r) := by
    have h5 : r * d = d - c := by rw [hr, div_mul_cancel₀ _ hd.ne']
    linarith
  have h1 := h (2 * r / d) (by positivity)
  have e1 : d * (2 * r / d) / 2 = r := by field_simp
  have e2 : c * (2 * r / d) = 2 * r * (1 - r) := by
    calc c * (2 * r / d) = (1 - r) * (d * (2 * r / d) / 2) * 2 := by rw [hcr]; ring
      _ = 2 * r * (1 - r) := by rw [e1]; ring
  rw [precess_error, e1, e2] at h1
  have h2 := Real.sin_gt_sub_cube hr0
  nlinarith [le_abs_self (Real.sin r), mul_nonneg (sq_nonneg r) (sub_nonneg.2 hr1), pow_pos hr0 2]

end

end BlochControlError
```

```lean
#print axioms BlochControlError.error_le_integral
#print axioms BlochControlError.error_le_linear
#print axioms BlochControlError.precess_solves
#print axioms BlochControlError.slope_optimal
```

```
'BlochControlError.error_le_integral' depends on axioms: [propext, Classical.choice, Quot.sound]
'BlochControlError.error_le_linear' depends on axioms: [propext, Classical.choice, Quot.sound]
'BlochControlError.precess_solves' depends on axioms: [propext, Classical.choice, Quot.sound]
'BlochControlError.slope_optimal' depends on axioms: [propext, Classical.choice, Quot.sound]
```
